# Rounding occupations at 1/2 gives the unique nearest projector in Frobenius distance when no occupation equals 1/2

Q: An approximate calculation leaves me with a one-particle density matrix whose occupations are 0.97, 0.88 and 0.06. A single Slater determinant needs a projector, so I round to 1, 1, 0. But projectors need not be diagonal in my basis. Could a rotated one, perhaps of another rank, lie closer?

A: No. Let \(D=\mathrm{diag}(d_i)\) with real \(d_i\neq 1/2\), and let \(R\) be the diagonal matrix with \(R_{ii}=1\) where \(d_i>1/2\) and 0 elsewhere. Every other Hermitian idempotent \(P\) has a strictly larger \(\mathrm{tr}((D-P)^2)\). The basis is finite and orthonormal, and the electron number is left free. When all \(d_i\) lie between 0 and 1, \(R\) is also the limit of repeating the McWeeny purification step \(D\mapsto 3D^2-2D^3\) from electronic-structure theory; that convergence is not proved here.

Q: What do the formal objects stand for?

A: The finite type `n` labels the spin orbitals.

```lean
import Mathlib

open Matrix

namespace NearestProjector

noncomputable section

variable {n : Type*} [Fintype n] [DecidableEq n]
```

`IsProjector` demands hermiticity and idempotency and says nothing about rank, so all ranks compete.

```lean
/-- A Hermitian idempotent complex matrix, of any rank. -/
structure IsProjector (P : Matrix n n ℂ) : Prop where
  herm : P.IsHermitian
  idem : P * P = P
```

`density d` is \(D\). The \(d_i\) may be any real numbers, including values slightly below 0 or above 1.

```lean
/-- The diagonal matrix with real occupations `d i`. -/
def density (d : n → ℝ) : Matrix n n ℂ := Matrix.diagonal fun i => (d i : ℂ)
```

`fill s` occupies exactly the levels selected by `s`, and `purify d` is \(R\). A level at exactly 1/2 is left empty by convention.

```lean
/-- The diagonal matrix with entry 1 on the levels selected by `s` and 0 on the others. -/
def fill (s : n → Prop) [DecidablePred s] : Matrix n n ℂ :=
  Matrix.diagonal fun i => if s i then 1 else 0

/-- The purified matrix: occupations above 1/2 become 1, all others become 0. -/
def purify (d : n → ℝ) : Matrix n n ℂ := fill fun i => 1 / 2 < d i

/-- The real part of `tr((A - B)²)`. -/
def distSq (A B : Matrix n n ℂ) : ℝ := (Matrix.trace ((A - B) * (A - B))).re
```

Q: `distSq` keeps only the real part of the trace. Is something thrown away?

A: Not for Hermitian matrices. With \(X=A-B\) Hermitian, \(X_{ji}=\overline{X_{ij}}\), so
\[
\mathrm{tr}(X^2)=\sum_{i,j}X_{ij}X_{ji}=\sum_{i,j}|X_{ij}|^2 .
\]
The trace is real and is the squared Frobenius distance. The next theorem proves this term by term.

```lean
omit [DecidableEq n] in
/-- For Hermitian matrices `tr((A - B)²)` is real and equals the sum of the squared moduli of
the differences of the entries. -/
theorem trace_sq_eq_sum_normSq {A B : Matrix n n ℂ} (hA : A.IsHermitian) (hB : B.IsHermitian) :
    Matrix.trace ((A - B) * (A - B)) =
      ((∑ i, ∑ j, Complex.normSq (A i j - B i j) : ℝ) : ℂ) := by
  simp only [Matrix.trace, Matrix.diag_apply, Matrix.mul_apply, Complex.ofReal_sum]
  refine Finset.sum_congr rfl fun i _ => Finset.sum_congr rfl fun j _ => ?_
  rw [← (hA.sub hB).apply j i]
  exact Complex.mul_conj _
```

Q: How do you control a projector that is not diagonal?

A: Through its rows. The occupation of level \(i\) in \(P\) means here the diagonal entry \(P_{ii}\), not an eigenvalue of \(P\). Idempotency and hermiticity give
\[
P_{ii}=\sum_j P_{ij}P_{ji}=\sum_j|P_{ij}|^2 .
\]

```lean
omit [DecidableEq n] in
/-- The occupation of level `i` in a projector is the sum of the squared moduli of row `i`. -/
theorem occupation_eq_sum {P : Matrix n n ℂ} (hP : IsProjector P) (i : n) :
    (P i i).re = ∑ j, Complex.normSq (P i j) := by
  have h : P i i = ∑ j, P i j * P j i := by
    rw [← Matrix.mul_apply, hP.idem]
  rw [h, Complex.re_sum]
  refine Finset.sum_congr rfl fun j _ => ?_
  rw [← hP.herm.apply j i, Complex.star_def, Complex.mul_conj, Complex.ofReal_re]
```

The sum contains \(|P_{ii}|^2\), and \(P_{ii}\) is real, so \(P_{ii}\ge P_{ii}^2\) and hence \(0\le P_{ii}\le 1\). In Lean, `Finset.single_le_sum` picks out that one term and `nlinarith` finishes the inequality.

```lean
omit [DecidableEq n] in
/-- The occupation of each level in a projector lies between 0 and 1. -/
theorem occupation_bounds {P : Matrix n n ℂ} (hP : IsProjector P) (i : n) :
    0 ≤ (P i i).re ∧ (P i i).re ≤ 1 := by
  have h1 : Complex.normSq (P i i) ≤ ∑ j, Complex.normSq (P i j) :=
    Finset.single_le_sum (f := fun j => Complex.normSq (P i j))
      (fun k _ => Complex.normSq_nonneg _) (Finset.mem_univ i)
  rw [← occupation_eq_sum hP i, Complex.normSq_apply] at h1
  constructor <;> nlinarith [mul_self_nonneg (P i i).im, mul_self_nonneg (P i i).re]
```

Moving the diagonal term to the left gives
\[
P_{ii}-P_{ii}^2=\sum_{j\ne i}|P_{ij}|^2 .
\]
If \(P_{ii}\) is 0 or 1, the left side vanishes, and so does every off-diagonal entry of row \(i\). The proof makes the same split with `Finset.add_sum_erase`.

```lean
/-- If a level of a projector is exactly empty or exactly full, its row has no off-diagonal
entries. -/
theorem offdiag_eq_zero {P : Matrix n n ℂ} (hP : IsProjector P) {i j : n}
    (hi : (P i i).re = 0 ∨ (P i i).re = 1) (hj : j ≠ i) : P i j = 0 := by
  have h1 : Complex.normSq (P i i) + ∑ k ∈ Finset.univ.erase i, Complex.normSq (P i k)
      = ∑ k, Complex.normSq (P i k) :=
    Finset.add_sum_erase Finset.univ (fun k => Complex.normSq (P i k)) (Finset.mem_univ i)
  have h2 : Complex.normSq (P i j) ≤ ∑ k ∈ Finset.univ.erase i, Complex.normSq (P i k) :=
    Finset.single_le_sum (f := fun k => Complex.normSq (P i k))
      (fun k _ => Complex.normSq_nonneg _) (Finset.mem_erase.2 ⟨hj, Finset.mem_univ j⟩)
  rw [← occupation_eq_sum hP i, Complex.normSq_apply] at h1
  have h3 := Complex.normSq_nonneg (P i j)
  apply Complex.normSq_eq_zero.1
  rcases hi with h | h <;> rw [h] at h1 <;> nlinarith [mul_self_nonneg (P i i).im]
```

The candidate itself qualifies: a diagonal matrix of zeros and ones is Hermitian and equals its own square.

```lean
/-- Filling any set of levels completely gives a projector. -/
theorem fill_isProjector (s : n → Prop) [DecidablePred s] : IsProjector (fill s) := by
  constructor
  · unfold fill
    apply Matrix.isHermitian_diagonal_of_self_adjoint
    funext i
    by_cases h : s i <;> simp [h]
  · unfold fill
    rw [Matrix.diagonal_mul_diagonal]
    congr 1
    funext i
    by_cases h : s i <;> simp [h]
```

Q: And the distance?

A: Expand the square and use \(P^2=P\) and the cyclic trace:
\[
\mathrm{tr}((D-P)^2)=\mathrm{tr}D^2-2\,\mathrm{tr}(DP)+\mathrm{tr}P
=\sum_i\left[d_i^2+(1-2d_i)P_{ii}\right].
\]
Only the occupations of \(P\) enter, and they enter linearly. Lean expands with `noncomm_ring`, which keeps \(DP\) and \(PD\) apart until their diagonal entries are taken.

```lean
/-- The squared distance from a diagonal matrix to a projector depends on the projector only
through its occupations, and does so linearly. -/
theorem distSq_density (d : n → ℝ) {P : Matrix n n ℂ} (hP : IsProjector P) :
    distSq (density d) P = ∑ i, (d i ^ 2 + (1 - 2 * d i) * (P i i).re) := by
  have h : (density d - P) * (density d - P)
      = density d * density d - density d * P - P * density d + P := by
    calc _ = density d * density d - density d * P - P * density d + P * P := by noncomm_ring
      _ = _ := by rw [hP.idem]
  unfold distSq
  rw [h]
  simp only [Matrix.trace, Matrix.diag_apply, Complex.re_sum]
  refine Finset.sum_congr rfl fun i _ => ?_
  simp only [density, Matrix.add_apply, Matrix.sub_apply, Matrix.diagonal_mul,
    Matrix.mul_diagonal, Matrix.diagonal_apply_eq, Complex.add_re, Complex.sub_re,
    Complex.mul_re, Complex.ofReal_re, Complex.ofReal_im]
  ring
```

Now subtract the same expression for \(R\):
\[
\mathrm{tr}((D-P)^2)-\mathrm{tr}((D-R)^2)=\sum_i(1-2d_i)(P_{ii}-R_{ii}).
\]
If \(d_i>1/2\), then \(R_{ii}=1\) and neither factor is positive. Otherwise \(R_{ii}=0\) and neither factor is negative. Each product therefore equals \(|1-2d_i|\,|P_{ii}-R_{ii}|\). The `by_cases` in the proof makes this distinction.

```lean
/-- The excess squared distance of a projector over the purified matrix is the sum of its
occupation errors, each weighted by `|1 - 2 d i|`. -/
theorem distSq_excess (d : n → ℝ) {P : Matrix n n ℂ} (hP : IsProjector P) :
    distSq (density d) P - distSq (density d) (purify d) =
      ∑ i, |1 - 2 * d i| * |(P i i).re - (purify d i i).re| := by
  have hQ : IsProjector (purify d) := fill_isProjector _
  rw [distSq_density d hP, distSq_density d hQ, ← Finset.sum_sub_distrib]
  refine Finset.sum_congr rfl fun i _ => ?_
  obtain ⟨h0, h1⟩ := occupation_bounds hP i
  by_cases h : 1 / 2 < d i
  · have e : (purify d i i).re = 1 := by
      simp only [purify, fill, Matrix.diagonal_apply_eq, if_pos h, Complex.one_re]
    rw [e, abs_of_neg (by linarith : 1 - 2 * d i < 0),
      abs_of_nonpos (by linarith : (P i i).re - 1 ≤ 0)]
    ring
  · have e : (purify d i i).re = 0 := by
      simp only [purify, fill, Matrix.diagonal_apply_eq, if_neg h, Complex.zero_re]
    rw [e, abs_of_nonneg (by linarith : 0 ≤ 1 - 2 * d i),
      abs_of_nonneg (by linarith : 0 ≤ (P i i).re - 0)]
    ring
```

Q: So at zero excess the diagonals agree, and you are done?

A: Stopping there would be a mistake, because equal diagonals do not in general mean equal projectors. The matrices
\[
\tfrac12\begin{pmatrix}1&1\\1&1\end{pmatrix},\qquad
\tfrac12\begin{pmatrix}1&-1\\-1&1\end{pmatrix}
\]
are different projectors with the same occupations. What saves the argument is that the occupations of \(R\) are 0 or 1, so the row identity removes the off-diagonal entries of \(P\) as well.

The formal proof supposes that some \(P\ne R\) is no farther from \(D\) than \(R\). The excess is then a sum of nonnegative terms equal to zero, so each term vanishes. Since \(1-2d_i\ne0\), this gives `hocc`, the equality of all occupations. Finally `ext i j` compares entries: on the diagonal by `hocc` and hermiticity, off it by `offdiag_eq_zero`. This contradicts \(P\ne R\).

```lean
/-- If no occupation equals 1/2, the purified matrix is a projector and every other projector,
of any rank, is strictly farther from the diagonal matrix. -/
theorem purify_unique_minimizer (d : n → ℝ) (hd : ∀ i, d i ≠ 1 / 2) :
    IsProjector (purify d) ∧ ∀ P : Matrix n n ℂ, IsProjector P → P ≠ purify d →
      distSq (density d) (purify d) < distSq (density d) P := by
  have hQ : IsProjector (purify d) := fill_isProjector _
  refine ⟨hQ, fun P hP hne => ?_⟩
  by_contra hlt
  have hle := not_lt.1 hlt
  have hex := distSq_excess d hP
  have hnn : ∀ i ∈ Finset.univ, 0 ≤ |1 - 2 * d i| * |(P i i).re - (purify d i i).re| :=
    fun i _ => by positivity
  have hz : ∑ i, |1 - 2 * d i| * |(P i i).re - (purify d i i).re| = 0 :=
    le_antisymm (by linarith) (Finset.sum_nonneg hnn)
  -- a vanishing excess fixes all occupations
  have hocc : ∀ i, (P i i).re = (purify d i i).re := by
    intro i
    have h := (Finset.sum_eq_zero_iff_of_nonneg hnn).1 hz i (Finset.mem_univ i)
    rcases mul_eq_zero.1 h with h | h
    · exact (hd i (by linarith [abs_eq_zero.1 h])).elim
    · linarith [abs_eq_zero.1 h]
  -- integer occupations leave no room for off-diagonal entries
  apply hne
  ext i j
  by_cases hij : i = j
  · subst hij
    apply Complex.ext (hocc i)
    rw [Complex.conj_eq_iff_im.1 (hP.herm.apply i i), Complex.conj_eq_iff_im.1 (hQ.herm.apply i i)]
  · have hint : (P i i).re = 0 ∨ (P i i).re = 1 := by
      rw [hocc i]
      by_cases h : 1 / 2 < d i
      · right
        simp only [purify, fill, Matrix.diagonal_apply_eq, if_pos h, Complex.one_re]
      · left
        simp only [purify, fill, Matrix.diagonal_apply_eq, if_neg h, Complex.zero_re]
    rw [offdiag_eq_zero hP hint (Ne.symm hij)]
    simp only [purify, fill, Matrix.diagonal_apply_ne _ hij]
```

Q: Is the condition \(d_i\ne1/2\) physics or convenience?

A: It stands for the absence of a half-filled level, one for which the distance does not favour empty or full. A single level shows it: the only projectors are 0 and 1, at squared distances \(d^2\) and \((1-d)^2\), which coincide exactly at \(d=1/2\). In general, if \(d_k=1/2\), the coefficient \(1-2d_k\) vanishes. Filling all levels with \(d_i\ge1/2\) then gives a projector different from \(R\) at the same distance, so uniqueness fails.

```lean
/-- If some occupation equals 1/2, filling all levels with occupation at least 1/2 gives a
different projector at the same distance as the purified matrix. -/
theorem tie_at_half (d : n → ℝ) (k : n) (hk : d k = 1 / 2) :
    IsProjector (fill fun i => 1 / 2 ≤ d i) ∧ (fill fun i => 1 / 2 ≤ d i) ≠ purify d ∧
      distSq (density d) (fill fun i => 1 / 2 ≤ d i) = distSq (density d) (purify d) := by
  have hQ : IsProjector (purify d) := fill_isProjector _
  refine ⟨fill_isProjector _, fun h => ?_, ?_⟩
  · have h' := congrFun (congrFun h k) k
    simp [fill, purify, hk] at h'
  · rw [distSq_density d (fill_isProjector _), distSq_density d hQ]
    refine Finset.sum_congr rfl fun i _ => ?_
    simp only [purify, fill, Matrix.diagonal_apply_eq]
    rcases lt_trichotomy (d i) (1 / 2) with h | h | h
    · rw [if_neg (not_le.2 h), if_neg (not_lt.2 h.le)]
    · have h0 : 1 - 2 * d i = 0 := by linarith
      rw [h0, zero_mul, zero_mul]
    · rw [if_pos h.le, if_pos h]
```

Q: My density matrix is rarely diagonal in the basis I compute in.

A: Then write it as \(UDU^\dagger\) with \(U\) unitary. The occupations \(d_i\) to be rounded are its eigenvalues, not its diagonal entries. The hypothesis `hU` is \(U^\dagger U=1\). Conjugation preserves hermiticity and idempotency, and
\[
\mathrm{tr}((UXU^\dagger-UYU^\dagger)^2)=\mathrm{tr}(U(X-Y)^2U^\dagger)=\mathrm{tr}((X-Y)^2).
\]
Given a competitor \(P\), the proof applies the diagonal theorem to \(U^\dagger PU\) and rotates back. `hproj` and `hdist` are the two invariances, and `hback` is the return rotation. The nearest projector is \(URU^\dagger\). The theorem is stated for orthonormal bases; a density matrix given in a non-orthogonal basis can be brought into this form by orthonormalising the basis first.

```lean
/-- The same in any orthonormal basis: for unitary `U` and no occupation equal to 1/2, the
matrix `U (purify d) U†` is the unique projector nearest to `U diag(d) U†`. -/
theorem purify_unique_minimizer_unitary (d : n → ℝ) (hd : ∀ i, d i ≠ 1 / 2)
    (U : Matrix n n ℂ) (hU : Uᴴ * U = 1) :
    IsProjector (U * purify d * Uᴴ) ∧
      ∀ P : Matrix n n ℂ, IsProjector P → P ≠ U * purify d * Uᴴ →
        distSq (U * density d * Uᴴ) (U * purify d * Uᴴ) < distSq (U * density d * Uᴴ) P := by
  have hU' : U * Uᴴ = 1 := mul_eq_one_comm.1 hU
  have hmul : ∀ V X Y : Matrix n n ℂ, Vᴴ * V = 1 →
      V * X * Vᴴ * (V * Y * Vᴴ) = V * (X * Y) * Vᴴ := by
    intro V X Y hV
    calc _ = V * X * (Vᴴ * V) * Y * Vᴴ := by simp only [Matrix.mul_assoc]
      _ = _ := by rw [hV, Matrix.mul_one, Matrix.mul_assoc V X Y]
  -- a change of basis preserves projectors and distances
  have hproj : ∀ V Q : Matrix n n ℂ, Vᴴ * V = 1 → IsProjector Q → IsProjector (V * Q * Vᴴ) :=
    fun V Q hV hQ => ⟨Matrix.isHermitian_mul_mul_conjTranspose V hQ.herm,
      by rw [hmul V Q Q hV, hQ.idem]⟩
  have hdist : ∀ X Y : Matrix n n ℂ, distSq (U * X * Uᴴ) (U * Y * Uᴴ) = distSq X Y := by
    intro X Y
    unfold distSq
    rw [← Matrix.sub_mul, ← Matrix.mul_sub, hmul U _ _ hU, Matrix.trace_mul_comm,
      ← Matrix.mul_assoc, hU, Matrix.one_mul]
  obtain ⟨hQ, hmin⟩ := purify_unique_minimizer d hd
  refine ⟨hproj U _ hU hQ, fun P hP hne => ?_⟩
  have hback : U * (Uᴴ * P * U) * Uᴴ = P := by
    calc _ = (U * Uᴴ) * P * (U * Uᴴ) := by simp only [Matrix.mul_assoc]
      _ = P := by rw [hU', Matrix.one_mul, Matrix.mul_one]
  have hP' : IsProjector (Uᴴ * P * U) := by
    have h := hproj Uᴴ P (by rw [Matrix.conjTranspose_conjTranspose]; exact hU') hP
    rwa [Matrix.conjTranspose_conjTranspose] at h
  have hlt := hmin _ hP' (fun h => hne (by rw [← h, hback]))
  have h2 := hdist (density d) (Uᴴ * P * U)
  rw [hback] at h2
  rw [hdist, h2]
  exact hlt

end

end NearestProjector
```

```lean
#print axioms NearestProjector.trace_sq_eq_sum_normSq
-- 'NearestProjector.trace_sq_eq_sum_normSq' depends on axioms: [propext, Classical.choice, Quot.sound]
#print axioms NearestProjector.tie_at_half
-- 'NearestProjector.tie_at_half' depends on axioms: [propext, Classical.choice, Quot.sound]
#print axioms NearestProjector.purify_unique_minimizer_unitary
-- 'NearestProjector.purify_unique_minimizer_unitary' depends on axioms: [propext, Classical.choice, Quot.sound]
```

Q: Does rounding keep my electron number?

A: Not necessarily. Occupations 0.6, 0.6 and 0.8 add up to 2, yet all three round to 1, and the nearest projector holds three electrons. The theorem compares projectors of every rank; a search at fixed electron number is a different minimisation.
